# A large level shift on the small component takes the lowest eigenvalue of a finite Hermitian block matrix to that of its large block

Let \(A\) and \(D\) be finite Hermitian matrices of nonzero size, \(B\) a complex matrix of matching shape, and

\[
H(s)=\begin{pmatrix}A&B\\B^\dagger&D+s\end{pmatrix},\qquad s\in\mathbb R .
\]

Write \(E(s)\), \(a\) and \(d\) for the lowest eigenvalues of \(H(s)\), \(A\) and \(D\), and \(b=\|B\|\) for the operator norm. Then \(E(s)\) is nondecreasing, and whenever \(g=s+d-a>0\),

\[
a-\frac{b^2}{g}\;\le\;E(s)\;\le\;a .
\]

Hence \(E(s)\to a\) as \(s\to\infty\). For \(g>0\), a lowest eigenvector \((x,y)\) also satisfies \(\|y\|\le b\|x\|/g\).

In a one-electron Dirac matrix over an orthonormal basis, with the rest energy subtracted, \(A\) holds the potential, \(B\) represents \(c\,\boldsymbol\sigma\cdot\mathbf p\), and \(D\) is the potential minus \(2mc^2\). The limit \(a\) then contains no kinetic energy: in this finite model, a large shift left in the Hamiltonian changes the physics along with the spectrum.

## Blocks, levels and the penalty

The index types `m` and `n` label the large and small components.

In Lean 4 with Mathlib:

```lean
import Mathlib

open Matrix Filter Topology
open scoped ComplexOrder Matrix.Norms.L2Operator

namespace SmallComponentShift

noncomputable section

variable {m n : Type*} [Fintype m] [Fintype n] [DecidableEq m] [DecidableEq n]
```

A real number \(e\) is a level of \(M\) if \(Mv=ev\) for some \(v\ne0\).

```lean
/-- The real eigenvalues of a finite matrix. -/
def levels (M : Matrix n n ℂ) : Set ℝ :=
  {e | ∃ v : n → ℂ, v ≠ 0 ∧ M *ᵥ v = (e : ℂ) • v}
```

The lowest eigenvalue is defined as the infimum of the levels; that it is attained is proved below.

```lean
/-- The lowest eigenvalue, meant for Hermitian matrices of nonzero size. -/
def lowest (M : Matrix n n ℂ) : ℝ := sInf (levels M)
```

Vectors carry the Euclidean norm \(\|v\|\), written `amp v`.

```lean
/-- The Euclidean norm of a coefficient vector. -/
def amp (v : n → ℂ) : ℝ := ‖(WithLp.toLp 2 v : EuclideanSpace ℂ n)‖
```

The function `energy` is \(\operatorname{Re}v^\dagger Mv\), without normalisation. For \(v\neq0\), the expectation value in the normalised state is `energy M v` divided by `amp v ^ 2`.

```lean
/-- The real part of the unnormalised expectation value `v† M v`. -/
def energy (M : Matrix n n ℂ) (v : n → ℂ) : ℝ := (star v ⬝ᵥ M *ᵥ v).re
```

The matrix \(H(s)\) is `shifted A B D s`. The parameter \(s\) is an energy penalty per unit weight in the small component, and may have either sign.

```lean
/-- The block Hamiltonian with large block `A`, small block `D` and coupling `B`,
plus a level shift `s` on the small component. -/
def shifted (A : Matrix m m ℂ) (B : Matrix m n ℂ) (D : Matrix n n ℂ) (s : ℝ) :
    Matrix (m ⊕ n) (m ⊕ n) ℂ :=
  fromBlocks A B Bᴴ D + (s : ℂ) • (fromBlocks 0 0 0 1 : Matrix (m ⊕ n) (m ⊕ n) ℂ)
```

## The lowest eigenvalue is attained

The spectral decomposition of a Hermitian matrix supplies an orthonormal eigenbasis. Its vectors are nonzero, so each of its eigenvalues is a level.

```lean
/-- Each eigenvalue in the spectral decomposition of a Hermitian matrix has a nonzero
eigenvector. -/
theorem exists_eigenvector {M : Matrix n n ℂ} (hM : M.IsHermitian) (i : n) :
    hM.eigenvalues i ∈ levels M := by
  refine ⟨(hM.eigenvectorBasis i).ofLp, fun h => ?_, ?_⟩
  · exact hM.eigenvectorBasis.orthonormal.ne_zero i (by ext j; exact congrFun h j)
  · rw [hM.mulVec_eigenvectorBasis i]
    ext j
    simp
```

If \(Mv=ev\) with \(v\ne0\), then \((e-M)v=0\), so \(\det(e-M)=0\) and \(e\) is a root of the characteristic polynomial. There are finitely many such roots, and by the previous step at least one level. The infimum is therefore a minimum, which is what `IsLeast` says.

```lean
/-- A Hermitian matrix of nonzero size has a least eigenvalue, and `lowest` is it. -/
theorem lowest_isLeast [Nonempty n] {M : Matrix n n ℂ} (hM : M.IsHermitian) :
    IsLeast (levels M) (lowest M) := by
  -- eigenvalues are roots of the characteristic polynomial, hence finite in number
  have hfin : (levels M).Finite := by
    refine Set.Finite.subset ((M.charpoly.roots.toFinset.finite_toSet).preimage
      (Complex.ofReal_injective.injOn)) ?_
    rintro e ⟨v, hv, h⟩
    have hdet : (Matrix.scalar n (e : ℂ) - M).det = 0 := by
      rw [← Matrix.exists_mulVec_eq_zero_iff]
      refine ⟨v, hv, ?_⟩
      rw [Matrix.sub_mulVec, h]
      ext i
      simp [Matrix.scalar_apply]
    rw [Set.mem_preimage, Finset.mem_coe, Multiset.mem_toFinset,
      Polynomial.mem_roots M.charpoly_monic.ne_zero, Polynomial.IsRoot.def,
      Matrix.eval_charpoly]
    exact hdet
  have hne : (levels M).Nonempty := ⟨_, exists_eigenvector hM (Classical.arbitrary n)⟩
  exact ⟨hne.csInf_mem hfin, fun e he => csInf_le hfin.bddBelow he⟩
```

## The Rayleigh–Ritz principle

The norm and the scalar product are linked by \(\|v\|^2=v^\dagger v\).

```lean
omit [DecidableEq n] in
/-- The squared norm of a vector is `v† v`. -/
theorem amp_sq (v : n → ℂ) : amp v ^ 2 = (star v ⬝ᵥ v).re := by
  have h := inner_self_eq_norm_sq (𝕜 := ℂ) (WithLp.toLp 2 v : EuclideanSpace ℂ n)
  have hin : inner ℂ (WithLp.toLp 2 v : EuclideanSpace ℂ n) (WithLp.toLp 2 v)
      = star v ⬝ᵥ v :=
    (EuclideanSpace.inner_eq_star_dotProduct _ _).trans (dotProduct_comm _ _)
  rw [hin] at h
  exact h.symm
```

Let \(e_0\) be the lowest eigenvalue of a Hermitian matrix \(M\), and let \((M-e_0)w=\mu w\) with \(w\ne0\). Then \(Mw=(\mu+e_0)w\), so \(\mu+e_0\ge e_0\) and \(\mu\ge0\). Thus \(M-e_0\) is positive semidefinite, and

\[
e_0\|v\|^2\le \operatorname{Re}v^\dagger Mv
\]

for every \(v\). A lowest eigenvector gives equality.

```lean
/-- Rayleigh–Ritz principle: for a Hermitian matrix of nonzero size, the lowest eigenvalue times the
squared norm of a vector bounds its unnormalised energy from below, with equality for some nonzero
vector. -/
theorem rayleigh_ritz [Nonempty n] {M : Matrix n n ℂ} (hM : M.IsHermitian) :
    (∀ v, lowest M * amp v ^ 2 ≤ energy M v) ∧
      ∃ v, 0 < amp v ∧ energy M v = lowest M * amp v ^ 2 := by
  constructor
  · intro v
    have hN : (M - (lowest M : ℂ) • (1 : Matrix n n ℂ)).IsHermitian :=
      hM.sub (by simp [Matrix.IsHermitian, Matrix.conjTranspose_smul])
    -- subtracting the lowest eigenvalue leaves a positive semidefinite matrix
    have hpos := hN.posSemidef_iff_eigenvalues_nonneg.mpr (fun i => by
      obtain ⟨w, hw, h⟩ := exists_eigenvector hN i
      rw [Matrix.sub_mulVec, Matrix.smul_mulVec, Matrix.one_mulVec] at h
      have hmem : hN.eigenvalues i + lowest M ∈ levels M := by
        refine ⟨w, hw, ?_⟩
        rw [sub_eq_iff_eq_add.mp h, Complex.ofReal_add, add_smul]
      have hle := (lowest_isLeast hM).2 hmem
      change 0 ≤ hN.eigenvalues i
      linarith)
    have h := (Complex.le_def.mp (hpos.dotProduct_mulVec_nonneg v)).1
    rw [Matrix.sub_mulVec, Matrix.smul_mulVec, Matrix.one_mulVec, dotProduct_sub,
      dotProduct_smul, smul_eq_mul, Complex.sub_re, Complex.re_ofReal_mul, ← amp_sq,
      Complex.zero_re] at h
    unfold energy
    linarith
  · obtain ⟨v, hv, h⟩ := (lowest_isLeast hM).1
    refine ⟨v, norm_pos_iff.mpr fun h0 => hv (congrArg WithLp.ofLp h0), ?_⟩
    unfold energy
    rw [h, dotProduct_smul, smul_eq_mul, Complex.re_ofReal_mul, ← amp_sq]
```

## Energy of a two-component vector

The numbers \(y^\dagger B^\dagger x\) and \(x^\dagger By\) are complex conjugates, so their real parts agree. By Cauchy–Schwarz and the definition of the operator norm,

\[
|\operatorname{Re}x^\dagger By|\le\|x\|\,\|By\|\le b\,\|x\|\,\|y\| .
\]

```lean
omit [DecidableEq m] in
/-- The two off-diagonal blocks contribute equally to the energy, and each contribution is in
absolute value at most the operator norm of `B` times the norms of the two components. -/
theorem coupling_bound (B : Matrix m n ℂ) (x : m → ℂ) (y : n → ℂ) :
    (star y ⬝ᵥ Bᴴ *ᵥ x).re = (star x ⬝ᵥ B *ᵥ y).re ∧
      |(star x ⬝ᵥ B *ᵥ y).re| ≤ ‖B‖ * amp x * amp y := by
  constructor
  · rw [Matrix.dotProduct_mulVec, ← Matrix.star_mulVec,
      Matrix.star_dotProduct (B *ᵥ y) x, Complex.star_def, Complex.conj_re]
  · have hin : inner ℂ (WithLp.toLp 2 x : EuclideanSpace ℂ m) (WithLp.toLp 2 (B *ᵥ y))
        = star x ⬝ᵥ B *ᵥ y :=
      (EuclideanSpace.inner_eq_star_dotProduct _ _).trans (dotProduct_comm _ _)
    have h1 := norm_inner_le_norm (𝕜 := ℂ) (WithLp.toLp 2 x : EuclideanSpace ℂ m)
      (WithLp.toLp 2 (B *ᵥ y))
    rw [hin] at h1
    have h2 : amp (B *ᵥ y) ≤ ‖B‖ * amp y := Matrix.l2_opNorm_mulVec B (WithLp.toLp 2 y)
    have hx : 0 ≤ amp x := norm_nonneg _
    calc |(star x ⬝ᵥ B *ᵥ y).re| ≤ ‖star x ⬝ᵥ B *ᵥ y‖ := Complex.abs_re_le_norm _
      _ ≤ amp x * amp (B *ᵥ y) := h1
      _ ≤ amp x * (‖B‖ * amp y) := mul_le_mul_of_nonneg_left h2 hx
      _ = ‖B‖ * amp x * amp y := by ring
```

Block multiplication gives

\[
H(s)\begin{pmatrix}x\\y\end{pmatrix}=\begin{pmatrix}Ax+By\\B^\dagger x+Dy+sy\end{pmatrix}.
\]

In the code, `Sum.elim x y` is the stacked vector.

```lean
omit [DecidableEq m] in
/-- The shifted Hamiltonian acts on a large component `x` and a small component `y` as a pair
of coupled equations, with the shift only in the second. -/
theorem shifted_mulVec (A : Matrix m m ℂ) (B : Matrix m n ℂ) (D : Matrix n n ℂ) (s : ℝ)
    (x : m → ℂ) (y : n → ℂ) :
    shifted A B D s *ᵥ Sum.elim x y =
      Sum.elim (A *ᵥ x + B *ᵥ y) (Bᴴ *ᵥ x + D *ᵥ y + (s : ℂ) • y) := by
  unfold shifted
  rw [Matrix.add_mulVec, Matrix.smul_mulVec, Matrix.fromBlocks_mulVec,
    Matrix.fromBlocks_mulVec]
  ext (i | i) <;> simp
```

Projecting on \((x,y)\), whose squared norm is \(\|x\|^2+\|y\|^2\), yields

\[
\operatorname{Re}x^\dagger Ax+2\operatorname{Re}x^\dagger By+\operatorname{Re}y^\dagger Dy+s\|y\|^2 .
\]

```lean
omit [DecidableEq m] in
/-- The squared norm splits over the two components; the energy splits into the two block
energies, the coupling, and the penalty `s` times the squared norm of the small component. -/
theorem energy_shifted (A : Matrix m m ℂ) (B : Matrix m n ℂ) (D : Matrix n n ℂ) (s : ℝ)
    (x : m → ℂ) (y : n → ℂ) :
    amp (Sum.elim x y) ^ 2 = amp x ^ 2 + amp y ^ 2 ∧
      energy (shifted A B D s) (Sum.elim x y) =
        energy A x + 2 * (star x ⬝ᵥ B *ᵥ y).re + energy D y + s * amp y ^ 2 := by
  have hdot : ∀ (u : m → ℂ) (w : n → ℂ),
      star (Sum.elim x y) ⬝ᵥ Sum.elim u w = star x ⬝ᵥ u + star y ⬝ᵥ w := by
    intro u w
    simp [dotProduct, Fintype.sum_sum_type]
  constructor
  · simp only [amp_sq, hdot, Complex.add_re]
  · unfold energy
    rw [shifted_mulVec, hdot]
    simp only [dotProduct_add, dotProduct_smul, smul_eq_mul, Complex.add_re,
      Complex.re_ofReal_mul]
    rw [(coupling_bound B x y).1, amp_sq]
    ring
```

## Monotonicity and the two energy bounds

**Monotonicity.** Let \(s\le t\) and let \(v=(x,y)\) be a lowest eigenvector of \(H(t)\). Used as a trial vector for \(H(s)\), it gives

\[
E(s)\|v\|^2\le E(t)\|v\|^2-(t-s)\|y\|^2\le E(t)\|v\|^2 .
\]

Division by \(\|v\|^2>0\) finishes the argument.

**Lower bound.** Let \(g>0\) and let \(v=(x,y)\) be a lowest eigenvector of \(H(s)\). Rayleigh–Ritz in each block and the coupling bound give

\[
\begin{aligned}
E(s)\|v\|^2&\ge a\|x\|^2-2b\|x\|\|y\|+(s+d)\|y\|^2\\
&=a\|v\|^2+g\|y\|^2-2b\|x\|\|y\| .
\end{aligned}
\]

Completing the square,

\[
g\|y\|^2-2b\|x\|\|y\|+\frac{b^2}{g}\|x\|^2=\frac{(g\|y\|-b\|x\|)^2}{g}\ge0 ,
\]

so \(E(s)\|v\|^2\ge a\|v\|^2-(b^2/g)\|x\|^2\ge(a-b^2/g)\|v\|^2\).

**Upper bound.** If \(x\) is a lowest eigenvector of \(A\), the trial vector \((x,0)\) has energy \(a\|x\|^2\), so \(E(s)\le a\).

In the proof, `hsq` is the completed square, with `q` for \(b^2/g\). The calls to `linarith` combine the inequalities, and `le_of_mul_le_mul_right` divides by the squared norm.

```lean
/-- For Hermitian blocks of nonzero size, the lowest eigenvalue is nondecreasing in the shift. Once
`s + lowest D` exceeds `lowest A`, it lies below `lowest A` by at most
`‖B‖² / (s + lowest D - lowest A)`, and never above `lowest A`. -/
theorem level_shift [Nonempty m] [Nonempty n] {A : Matrix m m ℂ} (B : Matrix m n ℂ)
    {D : Matrix n n ℂ} (hA : A.IsHermitian) (hD : D.IsHermitian) :
    Monotone (fun s => lowest (shifted A B D s)) ∧
      ∀ s, lowest A < s + lowest D →
        lowest A - ‖B‖ ^ 2 / (s + lowest D - lowest A) ≤ lowest (shifted A B D s) ∧
          lowest (shifted A B D s) ≤ lowest A := by
  have hH : ∀ s, (shifted A B D s).IsHermitian := by
    intro s
    refine (Matrix.IsHermitian.fromBlocks hA rfl hD).add ?_
    unfold Matrix.IsHermitian
    rw [Matrix.conjTranspose_smul, Matrix.fromBlocks_conjTranspose]
    simp
  have hsplit : ∀ v : m ⊕ n → ℂ, ∃ x y, v = Sum.elim x y :=
    fun v => ⟨_, _, (Sum.elim_comp_inl_inr v).symm⟩
  refine ⟨fun s t hst => ?_, fun s hs => ⟨?_, ?_⟩⟩
  · -- the ground state at shift t is a trial vector at shift s
    obtain ⟨v, hv, he⟩ := (rayleigh_ritz (hH t)).2
    have h := (rayleigh_ritz (hH s)).1 v
    obtain ⟨x, y, rfl⟩ := hsplit v
    rw [(energy_shifted A B D t x y).2] at he
    rw [(energy_shifted A B D s x y).2] at h
    have hp := mul_le_mul_of_nonneg_right hst (sq_nonneg (amp y))
    exact le_of_mul_le_mul_right (by linarith) (pow_pos hv 2)
  · obtain ⟨v, hv, he⟩ := (rayleigh_ritz (hH s)).2
    obtain ⟨x, y, rfl⟩ := hsplit v
    have hW := pow_pos hv 2
    rw [(energy_shifted A B D s x y).2, (energy_shifted A B D s x y).1] at he
    rw [(energy_shifted A B D s x y).1] at hW
    have hx := (rayleigh_ritz hA).1 x
    have hy := (rayleigh_ritz hD).1 y
    have hc := (abs_le.mp (coupling_bound B x y).2).1
    obtain ⟨g, hg⟩ : ∃ g, g = s + lowest D - lowest A := ⟨_, rfl⟩
    have hgpos : 0 < g := by linarith
    rw [← hg]
    obtain ⟨q, hq⟩ : ∃ q, q = ‖B‖ ^ 2 / g := ⟨_, rfl⟩
    have hq0 : 0 ≤ q := by rw [hq]; positivity
    have hqg : q * g = ‖B‖ ^ 2 := by rw [hq]; exact div_mul_cancel₀ _ hgpos.ne'
    rw [← hq]
    -- complete the square in the small component
    have hsq : 0 ≤ g * amp y ^ 2 - 2 * (‖B‖ * amp x * amp y) + q * amp x ^ 2 := by
      refine le_of_mul_le_mul_left ?_ hgpos
      have h1 : g * (g * amp y ^ 2 - 2 * (‖B‖ * amp x * amp y) + q * amp x ^ 2)
          = (g * amp y - ‖B‖ * amp x) ^ 2 := by
        linear_combination amp x ^ 2 * hqg
      rw [h1, mul_zero]
      exact sq_nonneg _
    have hgb : g * amp y ^ 2 = (s + lowest D - lowest A) * amp y ^ 2 := by rw [hg]
    have hqb := mul_nonneg hq0 (sq_nonneg (amp y))
    exact le_of_mul_le_mul_right (by linarith) hW
  · -- trial vector without small component
    obtain ⟨x, hx, he⟩ := (rayleigh_ritz hA).2
    have h := (rayleigh_ritz (hH s)).1 (Sum.elim x 0)
    have a0 : amp (0 : n → ℂ) = 0 := by simp [amp]
    have e0 : energy D 0 = 0 := by simp [energy]
    have c0 : (star x ⬝ᵥ B *ᵥ (0 : n → ℂ)).re = 0 := by simp
    rw [(energy_shifted A B D s x 0).1, (energy_shifted A B D s x 0).2, a0, e0, c0, he] at h
    exact le_of_mul_le_mul_right (by linarith) (pow_pos hx 2)
```

## The limit of a large shift

As \(s\to\infty\), \(g\to\infty\) and \(b^2/g\to0\). The two bounds hold once \(s>a-d\), and they squeeze \(E(s)\) to \(a\).

```lean
/-- For Hermitian blocks of nonzero size, the lowest eigenvalue tends to that of the large
block alone as the shift grows without bound. -/
theorem tendsto_lowest [Nonempty m] [Nonempty n] {A : Matrix m m ℂ} (B : Matrix m n ℂ)
    {D : Matrix n n ℂ} (hA : A.IsHermitian) (hD : D.IsHermitian) :
    Tendsto (fun s => lowest (shifted A B D s)) atTop (𝓝 (lowest A)) := by
  have h1 : Tendsto (fun s : ℝ => s + lowest D - lowest A) atTop atTop :=
    (tendsto_atTop_add_const_right atTop (lowest D - lowest A) tendsto_id).congr
      (by intro s; simp only [id]; ring)
  have h2 : Tendsto (fun s : ℝ => lowest A - ‖B‖ ^ 2 / (s + lowest D - lowest A)) atTop
      (𝓝 (lowest A)) := by
    simpa using (tendsto_const_nhds (x := lowest A)).sub
      ((tendsto_const_nhds (x := ‖B‖ ^ 2)).div_atTop h1)
  have hev := eventually_gt_atTop (lowest A - lowest D)
  refine tendsto_of_tendsto_of_tendsto_of_le_of_le' h2 tendsto_const_nhds ?_ ?_
  · filter_upwards [hev] with s hs
    exact ((level_shift B hA hD).2 s (by linarith)).1
  · filter_upwards [hev] with s hs
    exact ((level_shift B hA hD).2 s (by linarith)).2
```

The matrix \(B\) stays in \(H(s)\) throughout; what disappears is its effect on the lowest level. The bound on the remaining error depends on \(\|B\|\), which for a momentum operator can grow as the basis is enlarged, so it gives no rate common to all bases.

## Suppression of the small component

Project the lower row of \(H(s)(x,y)=E(s)(x,y)\) on \(y\) and take real parts:

\[
\operatorname{Re}y^\dagger B^\dagger x+\operatorname{Re}y^\dagger Dy+s\|y\|^2=E(s)\|y\|^2\le a\|y\|^2 .
\]

The left side is at least \(-b\|x\|\|y\|+(s+d)\|y\|^2\), hence \(g\|y\|^2\le b\|x\|\|y\|\). If \(y\ne0\), divide by \(g\|y\|\); if \(y=0\), the claim is immediate. The proof makes the same case distinction.

```lean
/-- For Hermitian blocks of nonzero size and `s + lowest D` above `lowest A`, the small component of
a lowest eigenvector has norm at most `‖B‖ / (s + lowest D - lowest A)` times that of the large one.
-/
theorem small_component_le [Nonempty m] [Nonempty n] {A : Matrix m m ℂ} (B : Matrix m n ℂ)
    {D : Matrix n n ℂ} (hA : A.IsHermitian) (hD : D.IsHermitian) {s : ℝ}
    (hs : lowest A < s + lowest D) {x : m → ℂ} {y : n → ℂ}
    (h : shifted A B D s *ᵥ Sum.elim x y =
      (lowest (shifted A B D s) : ℂ) • Sum.elim x y) :
    amp y ≤ ‖B‖ * amp x / (s + lowest D - lowest A) := by
  have hE := ((level_shift B hA hD).2 s hs).2
  rw [shifted_mulVec] at h
  -- project the lower row of the eigenvalue equation on the small component
  have hrow : Bᴴ *ᵥ x + D *ᵥ y + (s : ℂ) • y = (lowest (shifted A B D s) : ℂ) • y := by
    funext i
    exact congrFun h (Sum.inr i)
  have hp := congrArg (fun w => (star y ⬝ᵥ w).re) hrow
  simp only [dotProduct_add, dotProduct_smul, smul_eq_mul, Complex.add_re,
    Complex.re_ofReal_mul] at hp
  rw [(coupling_bound B x y).1, ← amp_sq] at hp
  have hy := (rayleigh_ritz hD).1 y
  unfold energy at hy
  have hc := (abs_le.mp (coupling_bound B x y).2).1
  have hx0 : 0 ≤ amp x := norm_nonneg _
  have hy0 : 0 ≤ amp y := norm_nonneg _
  rw [le_div_iff₀ (by linarith)]
  rcases hy0.eq_or_lt with h0 | hpos
  · rw [← h0, zero_mul]
    exact mul_nonneg (norm_nonneg _) hx0
  · have hEb := mul_le_mul_of_nonneg_right hE (sq_nonneg (amp y))
    exact le_of_mul_le_mul_right (by linarith) hpos

end

end SmallComponentShift
```

## When the small block lies too low

The condition \(g>0\) says that the shifted small block lies entirely above the lowest level of the large one. In the Dirac case, if the potential has the same lowest eigenvalue in both blocks, this means \(s>2mc^2\). Without a shift, the lowest eigenvalue of such a matrix is at most \(d=a-2mc^2\). It belongs to the negative-energy (positronic) branch and is not the electronic ground state, which may itself have a negative energy on this scale.

If \(g<0\) is allowed, both estimates can fail. Take \(1\times1\) blocks \(A=B=D=0\) and \(s=-1\), so that \(H(s)=\operatorname{diag}(0,-1)\) and \(g=-1\). The lower bound would read \(0\le-1\), and the lowest eigenvector \((0,1)\) lies wholly in the small component, where the estimate would require \(\|y\|\le0\).

```lean
#print axioms SmallComponentShift.tendsto_lowest
-- 'SmallComponentShift.tendsto_lowest' depends on axioms: [propext, Classical.choice, Quot.sound]
#print axioms SmallComponentShift.small_component_le
-- 'SmallComponentShift.small_component_le' depends on axioms: [propext, Classical.choice, Quot.sound]
```
